# Where two energy surfaces cross with different slopes along a displacement, the finite-difference force constant of the lower one diverges to minus infinity

The ground-state energy near a crossing is modelled here as the pointwise minimum of two given energy surfaces, and the slope of each surface is its derivative along one chosen displacement direction. Nothing else about the surfaces is assumed to be smooth.

```lean
import Mathlib

open Filter Topology

namespace CrossingForceConstant

noncomputable section

variable {V : Type*} [NormedAddCommGroup V] [NormedSpace ℝ V]

/-- The lower of two energy surfaces, taken point by point. -/
def lowerSurface (E₁ E₂ : V → ℝ) : V → ℝ := fun y => min (E₁ y) (E₂ y)

/-- The symmetric second difference of an energy surface `E` at the geometry `x`,
for displacements `± h v`. -/
def secondDifference (E : V → ℝ) (x v : V) (h : ℝ) : ℝ :=
  E (x + h • v) - 2 * E x + E (x - h • v)

/-- The finite-difference force constant along `v` with step `h`, for `h ≠ 0`. -/
def fdForceConstant (E : V → ℝ) (x v : V) (h : ℝ) : ℝ :=
  secondDifference E x v h / h ^ 2

/-- If a surface has slope `a` along `v`, its forward difference quotient tends to `a`
as the step shrinks to zero. -/
theorem forward_slope {E : V → ℝ} {x v : V} {a : ℝ} (hE : HasLineDerivAt ℝ E a x v) :
    Tendsto (fun h : ℝ => (E (x + h • v) - E x) / h) (𝓝[>] 0) (𝓝 a) := by
  have h0 : HasDerivAt (fun t : ℝ => E (x + t • v)) a 0 := hE
  refine h0.tendsto_slope_zero_right.congr fun t => ?_
  simp only [zero_add, zero_smul, add_zero, smul_eq_mul, div_eq_inv_mul]

/-- Where two surfaces with slopes `a` and `b` along `v` are degenerate, the forward
difference quotient of the lower surface tends to the smaller slope. -/
theorem lowerSurface_forward_slope {E₁ E₂ : V → ℝ} {x v : V} {a b : ℝ}
    (h₁ : HasLineDerivAt ℝ E₁ a x v) (h₂ : HasLineDerivAt ℝ E₂ b x v)
    (hx : E₁ x = E₂ x) :
    Tendsto (fun h : ℝ => (lowerSurface E₁ E₂ (x + h • v) - lowerSurface E₁ E₂ x) / h)
      (𝓝[>] 0) (𝓝 (min a b)) := by
  refine ((forward_slope h₁).min (forward_slope h₂)).congr' ?_
  filter_upwards [self_mem_nhdsWithin] with h hh
  have hpos : 0 < h := hh
  simp only [lowerSurface, ← hx, min_self]
  -- for a positive step the lower energy also has the lower quotient
  rcases le_total (E₁ (x + h • v)) (E₂ (x + h • v)) with hle | hle
  · rw [min_eq_left hle, min_eq_left]
    gcongr
  · rw [min_eq_right hle, min_eq_right]
    gcongr

/-- At a degeneracy of two surfaces with slopes `a` and `b` along `v`, the second difference
of the lower surface divided by the step `h` tends to `-|a - b|` as `h` tends to zero
from above. -/
theorem secondDifference_div_tendsto {E₁ E₂ : V → ℝ} {x v : V} {a b : ℝ}
    (h₁ : HasLineDerivAt ℝ E₁ a x v) (h₂ : HasLineDerivAt ℝ E₂ b x v)
    (hx : E₁ x = E₂ x) :
    Tendsto (fun h : ℝ => secondDifference (lowerSurface E₁ E₂) x v h / h)
      (𝓝[>] 0) (𝓝 (-|a - b|)) := by
  -- a backward step along `v` is a forward step along `-v`, with reversed slopes
  have n₁ : HasLineDerivAt ℝ E₁ (-a) x (-v) := by simpa using h₁.smul (-1 : ℝ)
  have n₂ : HasLineDerivAt ℝ E₂ (-b) x (-v) := by simpa using h₂.smul (-1 : ℝ)
  have hf := lowerSurface_forward_slope h₁ h₂ hx
  have hb := lowerSurface_forward_slope n₁ n₂ hx
  have key : min a b + min (-a) (-b) = -|a - b| := by
    rcases le_total a b with h | h
    · rw [min_eq_left h, min_eq_right (neg_le_neg h), abs_of_nonpos (sub_nonpos.2 h)]
      ring
    · rw [min_eq_right h, min_eq_left (neg_le_neg h), abs_of_nonneg (sub_nonneg.2 h)]
      ring
  rw [← key]
  refine (hf.add hb).congr fun h => ?_
  simp only [secondDifference, smul_neg, ← sub_eq_add_neg]
  ring

/-- For two surfaces of one coordinate, differentiable at the origin with slopes `a` and `b`
and degenerate there, the second difference of the lower energy divided by the step tends
to `-|a - b|`. -/
theorem secondDifference_div_tendsto_one_dim {E₁ E₂ : ℝ → ℝ} {a b : ℝ}
    (h₁ : HasDerivAt E₁ a 0) (h₂ : HasDerivAt E₂ b 0) (hx : E₁ 0 = E₂ 0) :
    Tendsto (fun h : ℝ => (min (E₁ h) (E₂ h) - 2 * min (E₁ 0) (E₂ 0)
      + min (E₁ (-h)) (E₂ (-h))) / h) (𝓝[>] 0) (𝓝 (-|a - b|)) := by
  have l₁ : HasLineDerivAt ℝ E₁ a 0 1 := by simpa [HasLineDerivAt] using h₁
  have l₂ : HasLineDerivAt ℝ E₂ b 0 1 := by simpa [HasLineDerivAt] using h₂
  have h := secondDifference_div_tendsto l₁ l₂ hx
  simpa only [secondDifference, lowerSurface, smul_eq_mul, mul_one, zero_add, zero_sub]
    using h

/-- At a crossing of two surfaces with different slopes along `v`, the finite-difference
force constant of the lower surface diverges to minus infinity as the step shrinks to zero. -/
theorem fdForceConstant_tendsto_atBot {E₁ E₂ : V → ℝ} {x v : V} {a b : ℝ}
    (h₁ : HasLineDerivAt ℝ E₁ a x v) (h₂ : HasLineDerivAt ℝ E₂ b x v)
    (hx : E₁ x = E₂ x) (hab : a ≠ b) :
    Tendsto (fdForceConstant (lowerSurface E₁ E₂) x v) (𝓝[>] 0) atBot := by
  have hneg : -|a - b| < 0 := neg_lt_zero.2 (abs_pos.2 (sub_ne_zero.2 hab))
  -- a negative limit multiplied by the diverging factor `1 / h`
  refine ((secondDifference_div_tendsto h₁ h₂ hx).neg_mul_atTop hneg
    tendsto_inv_nhdsGT_zero).congr fun h => ?_
  simp only [fdForceConstant]
  ring

/-- If two surfaces with slopes `a` and `b` along `v` are degenerate at `x` and the
finite-difference force constant of the lower one has a finite limit, the slopes are equal. -/
theorem slopes_eq_of_fdForceConstant_tendsto {E₁ E₂ : V → ℝ} {x v : V} {a b K : ℝ}
    (h₁ : HasLineDerivAt ℝ E₁ a x v) (h₂ : HasLineDerivAt ℝ E₂ b x v)
    (hx : E₁ x = E₂ x)
    (hK : Tendsto (fdForceConstant (lowerSurface E₁ E₂) x v) (𝓝[>] 0) (𝓝 K)) :
    a = b := by
  by_contra hab
  exact not_tendsto_nhds_of_tendsto_atBot
    (fdForceConstant_tendsto_atBot h₁ h₂ hx hab) K hK

/-- For two harmonic surfaces of common curvature `k` that meet at the origin with slopes
`g₁` and `g₂`, the finite-difference force constant of the lower surface is exactly
`k - |g₁ - g₂| / h` for every step `h > 0`. -/
theorem fdForceConstant_harmonic (k g₁ g₂ : ℝ) {h : ℝ} (hh : 0 < h) :
    fdForceConstant (lowerSurface (fun y : ℝ => k / 2 * y ^ 2 + g₁ * y)
      (fun y : ℝ => k / 2 * y ^ 2 + g₂ * y)) 0 1 h = k - |g₁ - g₂| / h := by
  have h0 : min (k / 2 * (0 : ℝ) ^ 2 + g₁ * 0) (k / 2 * (0 : ℝ) ^ 2 + g₂ * 0) = 0 := by
    simp
  simp only [fdForceConstant, secondDifference, lowerSurface, smul_eq_mul, mul_one,
    zero_add, zero_sub]
  rw [h0]
  -- the surface that is lower on one side is the upper one on the other side
  rcases le_total g₁ g₂ with hg | hg
  · have p : g₁ * h ≤ g₂ * h := mul_le_mul_of_nonneg_right hg hh.le
    rw [min_eq_left (show k / 2 * h ^ 2 + g₁ * h ≤ k / 2 * h ^ 2 + g₂ * h by linarith),
      min_eq_right (show k / 2 * (-h) ^ 2 + g₂ * (-h) ≤ k / 2 * (-h) ^ 2 + g₁ * (-h) by
        linarith), abs_of_nonpos (sub_nonpos.2 hg)]
    field_simp
    ring
  · have p : g₂ * h ≤ g₁ * h := mul_le_mul_of_nonneg_right hg hh.le
    rw [min_eq_right (show k / 2 * h ^ 2 + g₂ * h ≤ k / 2 * h ^ 2 + g₁ * h by linarith),
      min_eq_left (show k / 2 * (-h) ^ 2 + g₁ * (-h) ≤ k / 2 * (-h) ^ 2 + g₂ * (-h) by
        linarith), abs_of_nonneg (sub_nonneg.2 hg)]
    field_simp
    ring

end

end CrossingForceConstant
```

```lean
#print axioms CrossingForceConstant.secondDifference_div_tendsto_one_dim
#print axioms CrossingForceConstant.fdForceConstant_tendsto_atBot
#print axioms CrossingForceConstant.slopes_eq_of_fdForceConstant_tendsto
#print axioms CrossingForceConstant.fdForceConstant_harmonic
```

```
'CrossingForceConstant.secondDifference_div_tendsto_one_dim' depends on axioms: [propext, Classical.choice, Quot.sound]
'CrossingForceConstant.fdForceConstant_tendsto_atBot' depends on axioms: [propext, Classical.choice, Quot.sound]
'CrossingForceConstant.slopes_eq_of_fdForceConstant_tendsto' depends on axioms: [propext, Classical.choice, Quot.sound]
'CrossingForceConstant.fdForceConstant_harmonic' depends on axioms: [propext, Classical.choice, Quot.sound]
```

## The lower surface and its second difference

The configuration space `V` is a real normed space. For a molecule with $N$ atoms one can take the space of all $3N$ nuclear coordinates, and for a single stretching coordinate the real line. A point $x$ of `V` is the reference geometry, and a vector $v$ is the pattern in which the atoms are displaced. The real number $h$ is the step, so the two displaced geometries are $x+hv$ and $x-hv$. If $v$ has length one, $h$ is the distance moved; otherwise slopes and force constants refer to the parameter $h$ along the line.

The two surfaces are functions $E_1$ and $E_2$ from `V` to the real numbers. The definition `lowerSurface` gives

$$E(y)=\min\bigl(E_1(y),E_2(y)\bigr),$$

and `secondDifference` and `fdForceConstant` are

$$D(h)=E(x+hv)-2E(x)+E(x-hv),\qquad K(h)=\frac{D(h)}{h^2}.$$

The latter is the usual three-point estimate of a force constant from energies.

The hypothesis `HasLineDerivAt ℝ E₁ a x v` says that the function $t\mapsto E_1(x+tv)$ has derivative $a$ at $t=0$. The number $a$ is thus the slope of the first surface along $v$, or minus the force component along $v$, and $b$ is the same for the second surface. Each surface may behave badly in other directions, and no second derivative has to exist. The hypothesis `hx : E₁ x = E₂ x` is the degeneracy at the reference geometry.

In the limits, `𝓝[>] 0` means that $h$ tends to zero through positive values, `𝓝 L` stands for convergence to the number $L$, and `atBot` for divergence to minus infinity. The main theorem, `secondDifference_div_tendsto`, then reads

$$\lim_{h\to0^+}\frac{D(h)}{h}=-|a-b| .$$

For one coordinate, `secondDifference_div_tendsto_one_dim` states this at the origin with ordinary derivatives and with the minima written out. If $a\neq b$, `fdForceConstant_tendsto_atBot` gives $K(h)\to-\infty$.

## What a shrinking step does to a vibrational calculation

In a finite-displacement calculation, a negative force constant along a normal mode appears as an imaginary frequency. For two surfaces that are degenerate exactly at the reference geometry and have different slopes along the displacement, the theorem says that the force constant is negative for all sufficiently small steps and tends to minus infinity as the step goes to zero. The negative value then comes from a kink in the lower surface, and each of the two surfaces may have a perfectly ordinary positive curvature.

Such a kink can arise when two electronic states of different symmetry cross and the calculation returns the lower energy at every geometry. It can also arise when a self-consistent calculation has two solutions and always ends in the lower one. The theorem takes the two surfaces as given and doesn't derive them from a Hamiltonian.

The degeneracy matters. If there is a gap at $x$, the surface that is lower at $x$ stays lower for all sufficiently small steps, because differentiability along the line implies continuity there. The second difference divided by $h$ then tends to zero, whatever the slopes are. A reference geometry close to a crossing can therefore give a sensible force constant for small steps and a spoiled one for steps that reach past the crossing.

The direction matters as well. If the two surfaces stay degenerate along the whole line through $x$ in the direction $v$, their slopes along $v$ are equal and the divergence theorem does not apply to that displacement, even if the surfaces separate linearly in another direction.

The statements concern exact energies, two surfaces and a diagonal force constant along one direction. They say nothing about mixed second differences, about force constants obtained by differencing forces, or about noise in the computed energies.

## From one-sided slopes to the kink

Write $E_0$ for the common energy $E_1(x)=E_2(x)$, which is also $E(x)$. For each surface separately, the definition of the derivative gives, as $h\to0^+$,

$$\frac{E_1(x+hv)-E_0}{h}\to a,\qquad \frac{E_2(x+hv)-E_0}{h}\to b .$$

This is `forward_slope`. Its proof reads the line derivative as an ordinary derivative in $t$ and takes the one-sided limit from Mathlib's `tendsto_slope_zero_right`.

Subtracting the same number from two energies, and dividing both by the same positive step, doesn't change which is smaller. Hence, for $h>0$,

$$\frac{E(x+hv)-E_0}{h}
=\min\left(\frac{E_1(x+hv)-E_0}{h},\frac{E_2(x+hv)-E_0}{h}\right)\to\min(a,b),$$

since the minimum of two convergent quantities converges to the minimum of their limits. This is `lowerSurface_forward_slope`. The degeneracy enters here, because it lets the same $E_0$ be subtracted from both energies. In the proof, `filter_upwards` supplies the condition $h>0$, `le_total` separates the two possible orders of the displaced energies, and `gcongr` carries the order over to the quotients.

A backward step along $v$ is a forward step along $-v$, and the slopes along $-v$ are $-a$ and $-b$. The same result therefore gives

$$\frac{E(x-hv)-E_0}{h}\to\min(-a,-b)=-\max(a,b).$$

The hypotheses `n₁` and `n₂` in the main proof are these reversed slopes, and `hf` and `hb` are the forward and backward limits. Adding the two quotients reproduces the second difference:

$$\frac{D(h)}{h}=\frac{E(x+hv)-E_0}{h}+\frac{E(x-hv)-E_0}{h}
\to\min(a,b)-\max(a,b)=-|a-b| .$$

The last equality is the statement `key`, proved by treating $a\le b$ and $b\le a$ separately. In the first case the sum is $a-b$, in the second it is $b-a$, and both equal $-|a-b|$. The one-dimensional theorem follows by taking $x=0$ and $v=1$.

The force constant has one more power of the step in the denominator:

$$K(h)=\frac{D(h)}{h}\cdot\frac1h .$$

If $a\neq b$, the first factor tends to the negative number $-|a-b|$ and the second to plus infinity, so the product tends to minus infinity. In `fdForceConstant_tendsto_atBot` these facts are `hneg` and `tendsto_inv_nhdsGT_zero`, and `neg_mul_atTop` combines them.

## What a finite limit says about the slopes

The theorem `slopes_eq_of_fdForceConstant_tendsto` reads the result backwards. Suppose that the surfaces are degenerate at $x$ and that $K(h)$ converges to some real number as $h\to0^+$. Then $a=b$. Otherwise $K(h)$ would diverge to minus infinity, and a function cannot do that and converge to a real number at the same time. The proof is this argument by contradiction.

Equal slopes alone don't guarantee a finite limit. If both surfaces are $-|y|^{3/2}$ on the real line, both slopes at the origin are zero, but with $v=1$ the force constant is $-2/\sqrt h$, which still diverges.

## Two parabolas at a finite step

The last theorem, `fdForceConstant_harmonic`, holds at every positive step and involves no limit. Take the surfaces

$$E_1(y)=\tfrac{k}{2}y^2+g_1y,\qquad E_2(y)=\tfrac{k}{2}y^2+g_2y,$$

with a common curvature $k$ and slopes $g_1,g_2$ at the origin. They meet there with energy zero. For $h>0$ the lower energies on the two sides are

$$E(h)=\tfrac{k}{2}h^2+\min(g_1,g_2)\,h,\qquad
E(-h)=\tfrac{k}{2}h^2-\max(g_1,g_2)\,h .$$

Their sum is $kh^2-|g_1-g_2|h$, and division by $h^2$ gives

$$K(h)=k-\frac{|g_1-g_2|}{h}.$$

The Lean proof splits on the order of $g_1$ and $g_2$, selects the lower surface on each side, and leaves the remaining algebra to `field_simp` and `ring`.

With $k=1$ and $|g_1-g_2|=0.1$ in consistent units, the steps $0.2$, $0.1$ and $0.05$ give the force constants $0.5$, $0$ and $-1$. The curvature of both parabolas is $1$ throughout. In this model, a computed constant that changes by an amount proportional to $1/h$ is the signature of the kink.

## A two-state Hamiltonian in place of the minimum

The lower surface could also be modelled as the lower eigenvalue of a real symmetric two-state Hamiltonian, with diagonal elements $E_1,E_2$ and a coupling $W$ that depends on the geometry:

$$E_-=\frac{E_1+E_2}{2}-\sqrt{\left(\frac{E_1-E_2}{2}\right)^2+W^2}.$$

For $W=0$ everywhere this is the minimum used above. A coupling changes the result in two ways, which follow from expanding this formula and lie beyond what the file proves.

If $W$ vanishes at $x$ but has slope $w$ along $v$, the limit of $D(h)/h$ becomes $-\sqrt{(a-b)^2+4w^2}$. The force constant can then diverge even when $a=b$, because the coupling alone splits the states linearly.

If $W$ is not zero at $x$ and is differentiable along $v$ there, the crossing is avoided and the kink is rounded off. The quantity $D(h)/h$ then tends to zero. For a constant coupling and twice differentiable $E_1,E_2$, the force constant converges to the mean of the two curvatures along $v$ minus $(a-b)^2/(4|W|)$. This is finite, but for a weak coupling it can be large and negative.
